# Detailed balance, sum rule and mean phonon number for single-mode multiphonon hopping weights

## Cutting off the phonon sum in a hopping rate

A multiphonon hopping rate can be written as a sum over the number p of phonons that the hop gives to the lattice. A numerical evaluation that adds the terms one by one keeps finitely many of them. The weights W_p in it are non-negative and add up to one, so one minus the sum of the retained weights is exactly the weight left out. This checks the weights and not the rate itself: a term with a small weight can dominate the rate if it is the one that conserves energy. The absorption weights need no series of their own: with q = exp(−ħω/k_BT), the weight for a net absorption of p phonons is q^p times the weight for a net emission of p phonons.

The sum rule and the relation between absorption and emission are stated here for a single harmonic mode of frequency ω at temperature T, where k_B is Boltzmann's constant.

## A carrier that displaces one mode

A carrier localised on a site pulls the surrounding lattice into a new equilibrium position. When it hops, the lattice must relax to the equilibrium position that belongs to the final state. If one mode takes part, with the same frequency before and after the hop, the strength of this effect is the Huang–Rhys factor S. Here S belongs to the hop as a whole: Sħω is the reorganisation energy between the initial and final equilibrium positions.

For a weak electronic coupling J that does not depend on the lattice coordinate, the golden rule gives the rate

Γ = (2π/ħ) |J|² Σ_p W_p δ(ΔE − pħω),

where ΔE is the energy of the initial state minus that of the final state, each taken at its own equilibrium position, and p runs over all integers. Negative p means net absorption. In practice the delta functions are broadened. With J and ΔE fixed, temperature enters the golden-rule formula above only through the weights.

Let n be the mean thermal occupation of the mode, and write

A = S(n+1), B = Sn.

For p ≥ 0 the weight is

W_p = exp(−S(2n+1)) Σ_k A^(k+p) B^k / (k! (k+p)!),

with k running over 0, 1, 2, …. For a net absorption of p phonons, the weight W_(−p) is the same series with A and B exchanged. The series can be read as a count: k+p quanta are emitted, k are absorbed, and all pairs with difference p contribute.

## What the theorems say

The Lean definition `hopWeight S n p` covers all integers p with one series. It uses `p.toNat`, which is p for p ≥ 0 and zero otherwise, so the emitted and absorbed numbers are `k + p.toNat` and `k + (-p).toNat`. The theorems `hopWeight_emission` and `hopWeight_absorption` recover the two series above for natural p.

The main results are these.

- `detailed_balance`: if 0 < q < 1 and n = q/(1−q), then W_(−p) = q^p W_p for every integer p. With q the Boltzmann factor of one quantum, this n is the Bose–Einstein occupation.
- `hasSum_hopWeight`: the weights sum to one over all integers.
- `mean_phonon_number`: the sum of p W_p is S, whatever the occupation. The mean of pħω over the weights is therefore Sħω at every temperature. This is an average over the weights alone; in the golden-rule rate the delta function fixes pħω = ΔE.
- `generating_function`: for every complex z ≠ 0, the sum of z^p W_p is exp(A(z−1) + B(1/z−1)).
- `hopWeight_nonneg`: W_p ≥ 0 when S ≥ 0 and n ≥ 0.

`S` and `n` are real numbers. The last theorem assumes that both are non-negative, and in `detailed_balance` the condition on q makes n positive. The other three results are identities that also hold for unphysical negative values. `HasSum f s` says that the series f converges to s independently of the order of summation, so no symmetric cut-off in p is implied.

The theorems start from the series for W_p. That this series equals the thermally averaged Franck–Condon factor of a displaced oscillator is the physical input, taken from the standard theory of linear coupling. Modes of different frequencies, frequency changes and anharmonicity would need other weights.

## Detailed balance, term by term

From n = q/(1−q) follows n+1 = 1/(1−q), hence n = q(n+1) and

B = qA.

Take p ≥ 0. The numerators of the k-th terms for absorption and emission are

B^(k+p) A^k = q^(k+p) A^(2k+p),

A^(k+p) B^k = q^k A^(2k+p).

The denominators are equal, so each absorption term is q^p times the emission term with the same k. Summing over k gives

W_(−p) = q^p W_p.

Dividing by q^p gives W_p = q^(−p) W_(−p), which is the same relation at the negative integer −p.

## Summing over emitted and absorbed quanta

Let m be the number of emitted quanta and l the number absorbed. The pair (m, l) determines the net number and the smaller count,

p = m − l, k = min(m, l),

and is recovered from them by

m = k + max(p, 0), l = k + max(−p, 0).

Every pair of natural numbers (m, l) thus occurs for exactly one integer p and one natural k. If g is a function of the net number for which the double series below converges absolutely, it may be summed first over k at fixed p. Since the sum over k produces W_p up to the prefactor,

Σ_p g(p) W_p = exp(−(A+B)) Σ_(m,l) g(m−l) (A^m/m!) (B^l/l!),

where A + B = S(2n+1) has been used.

For g(p) = z^p the factor z^(m−l) splits into z^m and z^(−l). The double series is then a product of two exponential series, both absolutely convergent:

Σ_p z^p W_p = exp(−(A+B)) exp(Az) exp(B/z) = exp(A(z−1) + B(1/z−1)).

At z = 1 the exponent vanishes, so

Σ_p W_p = 1.

For g(p) = p one needs the series

Σ_m m x^m/m! = x Σ_(m≥1) x^(m−1)/(m−1)! = x exp(x).

Applying it once to the emitted and once to the absorbed quanta gives

Σ_(m,l) (m−l) (A^m/m!) (B^l/l!) = A exp(A) exp(B) − exp(A) B exp(B) = (A−B) exp(A+B).

The prefactor cancels the exponential, and

Σ_p p W_p = A − B = S.

The case n = 0 is a quick check. Then B = 0, only k = 0 survives for p ≥ 0, and W_p = exp(−S) S^p/p!, a Poisson distribution with mean S. All absorption weights vanish, as they must for a mode in its ground state.

## The complete Lean file

```lean
import Mathlib

open scoped Nat

namespace MultiphononHopping

noncomputable section

/-- Weight of a hop with net emission of `p` phonons (absorption if `p < 0`), for Huang-Rhys
factor `S` and mode occupation `n`: a sum over all numbers of emitted and absorbed quanta
whose difference is `p`. -/
def hopWeight (S n : ℝ) (p : ℤ) : ℝ :=
  Real.exp (-S * (2 * n + 1)) * ∑' k : ℕ,
    (S * (n + 1)) ^ (k + p.toNat) * (S * n) ^ (k + (-p).toNat) /
      ((k + p.toNat)! * (k + (-p).toNat)!)

/-- The pair (emitted, absorbed) of phonon numbers is equivalent to the pair
(net number emitted, smaller of the two numbers). -/
def countEquiv : ℤ × ℕ ≃ ℕ × ℕ where
  toFun x := (x.2 + x.1.toNat, x.2 + (-x.1).toNat)
  invFun y := ((y.1 : ℤ) - y.2, min y.1 y.2)
  left_inv := by
    rintro ⟨p, k⟩
    simp only [Prod.mk.injEq]
    constructor <;> omega
  right_inv := by
    rintro ⟨m, l⟩
    simp only [Prod.mk.injEq]
    constructor <;> omega

/-- The weight for net emission of `p ≥ 0` phonons as a single series. -/
theorem hopWeight_emission (S n : ℝ) (p : ℕ) :
    hopWeight S n p = Real.exp (-S * (2 * n + 1)) *
      ∑' k : ℕ, (S * (n + 1)) ^ (k + p) * (S * n) ^ k / (k ! * (k + p)!) := by
  have h : (-(p : ℤ)).toNat = 0 := by omega
  unfold hopWeight
  congr 1
  refine tsum_congr fun k => ?_
  rw [h, Int.toNat_natCast, add_zero, mul_comm (k ! : ℝ)]

/-- The weight for net absorption of `p ≥ 0` phonons is the emission series with
`n + 1` and `n` exchanged. -/
theorem hopWeight_absorption (S n : ℝ) (p : ℕ) :
    hopWeight S n (-p) = Real.exp (-S * (2 * n + 1)) *
      ∑' k : ℕ, (S * n) ^ (k + p) * (S * (n + 1)) ^ k / (k ! * (k + p)!) := by
  have h : (-(p : ℤ)).toNat = 0 := by omega
  have h2 : (-(-(p : ℤ))).toNat = p := by omega
  unfold hopWeight
  congr 1
  refine tsum_congr fun k => ?_
  rw [h2, h, add_zero, mul_comm ((S * (n + 1)) ^ k)]

/-- Hopping weights are non-negative for non-negative coupling and occupation. -/
theorem hopWeight_nonneg {S n : ℝ} (hS : 0 ≤ S) (hn : 0 ≤ n) (p : ℤ) :
    0 ≤ hopWeight S n p :=
  mul_nonneg (Real.exp_pos _).le (tsum_nonneg fun k => by positivity)

/-- Detailed balance: for `0 < q < 1` and occupation `n = q / (1 - q)`, the weight at `-p` is
`q ^ p` times the weight at `p`, for every integer `p`. -/
theorem detailed_balance (S : ℝ) {q : ℝ} (hq0 : 0 < q) (hq1 : q < 1) (p : ℤ) :
    hopWeight S (q / (1 - q)) (-p) = q ^ p * hopWeight S (q / (1 - q)) p := by
  have hne : 1 - q ≠ 0 := by linarith
  have h1 : q / (1 - q) * (1 - q) = q := div_mul_cancel₀ _ hne
  -- the absorption strength is `q` times the emission strength
  have hB : S * (q / (1 - q)) = q * (S * (q / (1 - q) + 1)) := by
    linear_combination S * h1
  have hnat : ∀ m : ℕ, hopWeight S (q / (1 - q)) (-m) =
      q ^ m * hopWeight S (q / (1 - q)) m := by
    intro m
    rw [hopWeight_absorption, hopWeight_emission, mul_left_comm]
    congr 1
    rw [← tsum_mul_left]
    refine tsum_congr fun k => ?_
    rw [hB]
    generalize S * (q / (1 - q) + 1) = A
    ring
  obtain ⟨m, rfl | rfl⟩ := p.eq_nat_or_neg
  · rw [zpow_natCast]
    exact hnat m
  · rw [neg_neg, zpow_neg, zpow_natCast, hnat m,
      inv_mul_cancel_left₀ (pow_ne_zero _ hq0.ne')]

private theorem hasSum_of_eq {ι : Type} {f g : ι → ℂ} {s t : ℂ} (h : HasSum f s)
    (hf : ∀ i, g i = f i) (hs : t = s) : HasSum g t := by
  have hgf : g = f := funext hf
  rw [hgf, hs]
  exact h

/-- Write `A = S (n + 1)` and `B = S n`. If the double series over `m` and `l` with terms
`g (m - l) * (A ^ m / m! * (B ^ l / l!))` converges to `s`, then the sum of `g p` times the hopping
weight at `p` over all integers `p` is `exp (-S (2 n + 1)) * s`. -/
theorem hasSum_of_counts (S n : ℝ) (g : ℤ → ℂ) (s : ℂ)
    (h : HasSum (fun x : ℕ × ℕ => g ((x.1 : ℤ) - x.2) *
      (((S * (n + 1) : ℝ) : ℂ) ^ x.1 / x.1 ! * (((S * n : ℝ) : ℂ) ^ x.2 / x.2 !))) s) :
    HasSum (fun p : ℤ => g p * (hopWeight S n p : ℂ))
      ((Real.exp (-S * (2 * n + 1)) : ℂ) * s) := by
  have h1 := countEquiv.hasSum_iff.mpr h
  -- sum first over all processes with the same net number
  have h2 := h1.prod_fiberwise (fun p => (h1.summable.prod_factor p).hasSum)
  refine hasSum_of_eq (h2.mul_left (Real.exp (-S * (2 * n + 1)) : ℂ)) (fun p => ?_) rfl
  change g p * (hopWeight S n p : ℂ) = (Real.exp (-S * (2 * n + 1)) : ℂ) * ∑' k : ℕ, _
  rw [hopWeight, Complex.ofReal_mul, Complex.ofReal_tsum, mul_left_comm]
  congr 1
  rw [← tsum_mul_left]
  refine tsum_congr fun k => ?_
  have hp : ((k + p.toNat : ℕ) : ℤ) - ((k + (-p).toNat : ℕ) : ℤ) = p := by omega
  simp only [Function.comp_apply, countEquiv, Equiv.coe_fn_mk, hp]
  push_cast
  ring

private theorem hasSum_exp (x : ℂ) : HasSum (fun m : ℕ => x ^ m / m !) (Complex.exp x) := by
  rw [Complex.exp_eq_exp_ℂ]
  exact NormedSpace.expSeries_div_hasSum_exp x

private theorem hasSum_prod {f g : ℕ → ℂ} {s t : ℂ} (hf : HasSum f s) (hg : HasSum g t) :
    HasSum (fun x : ℕ × ℕ => f x.1 * g x.2) (s * t) :=
  hf.mul hg (summable_mul_of_summable_norm (summable_norm_iff.mpr hf.summable)
    (summable_norm_iff.mpr hg.summable))

/-- Generating function of the hopping weights, for every complex `z ≠ 0`. -/
theorem generating_function (S n : ℝ) {z : ℂ} (hz : z ≠ 0) :
    HasSum (fun p : ℤ => z ^ p * (hopWeight S n p : ℂ))
      (Complex.exp (S * (n + 1) * (z - 1) + S * n * (z⁻¹ - 1))) := by
  have h := hasSum_prod (hasSum_exp (((S * (n + 1) : ℝ) : ℂ) * z))
    (hasSum_exp (((S * n : ℝ) : ℂ) * z⁻¹))
  have key := hasSum_of_counts S n (fun p => z ^ p)
    (Complex.exp (((S * (n + 1) : ℝ) : ℂ) * z) * Complex.exp (((S * n : ℝ) : ℂ) * z⁻¹)) (by
      convert h using 1
      funext x

      rw [zpow_sub₀ hz, zpow_natCast, zpow_natCast, mul_pow, mul_pow, inv_pow]
      ring)
  convert key using 1
  rw [Complex.ofReal_exp, ← Complex.exp_add, ← Complex.exp_add]
  congr 1
  push_cast
  ring

/-- Sum rule: the multiphonon hopping weights sum to one over all integers. -/
theorem hasSum_hopWeight (S n : ℝ) : HasSum (hopWeight S n) 1 := by
  have h := generating_function S n one_ne_zero
  have h2 : HasSum (fun p : ℤ => ((hopWeight S n p : ℝ) : ℂ)) ((1 : ℝ) : ℂ) := by
    simpa using h
  exact Complex.hasSum_ofReal.mp h2

private theorem hasSum_mul_exp (x : ℂ) :
    HasSum (fun m : ℕ => (m : ℂ) * (x ^ m / m !)) (x * Complex.exp x) := by
  rw [← hasSum_nat_add_iff' 1]
  refine hasSum_of_eq ((hasSum_exp x).mul_left x) (fun m => ?_) (by simp)
  change ((m + 1 : ℕ) : ℂ) * (x ^ (m + 1) / (((m + 1)! : ℕ) : ℂ)) = x * (x ^ m / (m ! : ℂ))
  have hm : (m : ℂ) + 1 ≠ 0 := by exact_mod_cast Nat.succ_ne_zero m
  have hf : (m ! : ℂ) ≠ 0 := by exact_mod_cast Nat.factorial_ne_zero m
  rw [Nat.factorial_succ, pow_succ]
  push_cast
  field_simp

/-- The mean of the net phonon number `p` over the hopping weights is the Huang-Rhys factor `S`, for
every occupation `n`. -/
theorem mean_phonon_number (S n : ℝ) :
    HasSum (fun p : ℤ => (p : ℝ) * hopWeight S n p) S := by
  have h1 := hasSum_prod (hasSum_mul_exp ((S * (n + 1) : ℝ) : ℂ)) (hasSum_exp ((S * n : ℝ) : ℂ))
  have h2 := hasSum_prod (hasSum_exp ((S * (n + 1) : ℝ) : ℂ)) (hasSum_mul_exp ((S * n : ℝ) : ℂ))
  -- net number = emitted minus absorbed
  have key := hasSum_of_counts S n (fun p => (p : ℂ))
    (((S * (n + 1) : ℝ) : ℂ) * Complex.exp ((S * (n + 1) : ℝ) : ℂ) *
        Complex.exp ((S * n : ℝ) : ℂ) -
      Complex.exp ((S * (n + 1) : ℝ) : ℂ) *
        (((S * n : ℝ) : ℂ) * Complex.exp ((S * n : ℝ) : ℂ))) (by
      refine hasSum_of_eq (h1.sub h2) (fun x => ?_) rfl
      simp only [Int.cast_sub, Int.cast_natCast]
      ring)
  have hE : (Real.exp (-S * (2 * n + 1)) : ℂ) *
      (Complex.exp ((S * (n + 1) : ℝ) : ℂ) * Complex.exp ((S * n : ℝ) : ℂ)) = 1 := by
    rw [Complex.ofReal_exp, ← Complex.exp_add, ← Complex.exp_add, ← Complex.exp_zero]
    congr 1
    push_cast
    ring
  have hd : ((S * (n + 1) : ℝ) : ℂ) - ((S * n : ℝ) : ℂ) = S := by
    push_cast
    ring
  refine Complex.hasSum_ofReal.mp ?_
  convert key using 1
  · funext p
    simp
  · linear_combination
      -(((S * (n + 1) : ℝ) : ℂ) - ((S * n : ℝ) : ℂ)) * hE - hd

end

end MultiphononHopping
```

```lean
#print axioms MultiphononHopping.hopWeight_nonneg
#print axioms MultiphononHopping.detailed_balance
#print axioms MultiphononHopping.hasSum_hopWeight
#print axioms MultiphononHopping.mean_phonon_number
```

```
'MultiphononHopping.hopWeight_nonneg' depends on axioms: [propext, Classical.choice, Quot.sound]
'MultiphononHopping.detailed_balance' depends on axioms: [propext, Classical.choice, Quot.sound]
'MultiphononHopping.hasSum_hopWeight' depends on axioms: [propext, Classical.choice, Quot.sound]
'MultiphononHopping.mean_phonon_number' depends on axioms: [propext, Classical.choice, Quot.sound]
```

## The ratio q^p in Lean

In `detailed_balance`, the step `hB` is the relation B = qA. The intermediate statement `hnat` is the claim for natural numbers. It rewrites both weights with the absorption and emission series, moves the power of q inside the sum with `tsum_mul_left`, and compares the terms at equal k. After `generalize` has replaced the emission strength by a single letter `A`, `ring` checks the powers.

An integer is either a natural number or the negative of one, and `p.eq_nat_or_neg` splits the proof accordingly. The negative case cancels a power of q against its inverse, which is the division made above and uses q ≠ 0.

## From pairs of counts to net phonon number

`countEquiv` is the change of variables between (p, k) and (m, l). Its two inverse properties are statements about integers, minima and truncated values, and `omega` decides them.

The regrouping is `hasSum_of_counts`. Its hypothesis `h` is the convergence of the double series with a weight function `g`. The proof transports this series along `countEquiv` and then uses `prod_fiberwise` to sum over k at fixed p. It remains to recognise the inner sum as `hopWeight`: the line `hp` confirms that the difference of the two counts is p, and `ring` rearranges the factors. The function `g` takes complex values so that the same lemma serves the generating function.

Three private lemmas supply the double series. `hasSum_exp` is the exponential series, and `hasSum_prod` multiplies two convergent complex series, for which convergence in the sense of `HasSum` already implies absolute convergence. `hasSum_mul_exp` is the series for x exp(x); it drops the vanishing term m = 0 and shifts the index by one, as in the derivation.

## The sum rule and the mean

`generating_function` applies `hasSum_prod` to exponentials with arguments Az and B/z. The rewrite `zpow_sub₀` splits z^(m−l), which is where z ≠ 0 enters, and the remaining lines combine the exponents. `hasSum_hopWeight` sets z = 1 and returns from complex to real numbers with `Complex.hasSum_ofReal`.

In `mean_phonon_number`, `h1` is the double series weighted by the emitted number and `h2` the one weighted by the absorbed number. Their difference is fed to `hasSum_of_counts` with g(p) = p. The identity `hE` says that the prefactor cancels exp(A) exp(B), and `hd` says that A − B = S. The closing `linear_combination` puts the two together.
